# Complex virial theorem for finite complex symmetric Stark matrices

In a finite basis, a complex-scaled Stark resonance energy drifts with the scaling parameter, and finding where it is stationary by differencing energies takes extra diagonalizations and loses digits to cancellation. For complex symmetric matrices, the derivative at a given parameter follows from one eigenvector there, provided that the vector continues continuously to nearby parameters and can be normalized without complex conjugation.

```lean
import Mathlib

open Matrix Filter Topology

namespace ComplexVirial

noncomputable section

variable {n : Type*}

/-- The complex-scaled Hamiltonian `η⁻² T + η⁻¹ V + η F Z` of a system in a static field `F`. -/
def scaledHamiltonian (T V Z : Matrix n n ℂ) (F η : ℂ) : Matrix n n ℂ :=
  (η⁻¹ ^ 2) • T + η⁻¹ • V + (η * F) • Z

/-- The matrix `-2 η⁻³ T - η⁻² V + F Z`. -/
def scaledHamiltonianDeriv (T V Z : Matrix n n ℂ) (F η : ℂ) : Matrix n n ℂ :=
  (-2 * η⁻¹ ^ 3) • T + (-η⁻¹ ^ 2) • V + F • Z

/-- The virial matrix `2 η⁻² T + η⁻¹ V - η F Z`. -/
def virialMatrix (T V Z : Matrix n n ℂ) (F η : ℂ) : Matrix n n ℂ :=
  (2 * η⁻¹ ^ 2) • T + η⁻¹ • V - (η * F) • Z

/-- Each entry of the scaled Hamiltonian has the corresponding entry of
`-2 η⁻³ T - η⁻² V + F Z` as its derivative in `η`. -/
theorem hasDerivAt_scaledHamiltonian (T V Z : Matrix n n ℂ) (F : ℂ) {η : ℂ} (hη : η ≠ 0)
    (i j : n) : HasDerivAt (fun z => scaledHamiltonian T V Z F z i j)
      (scaledHamiltonianDeriv T V Z F η i j) η := by
  have hf : (fun z => scaledHamiltonian T V Z F z i j)
      = fun z => z⁻¹ * z⁻¹ * T i j + z⁻¹ * V i j + z * F * Z i j := by
    funext z
    simp only [scaledHamiltonian, Matrix.add_apply, Matrix.smul_apply, smul_eq_mul]
    ring
  have h0 := hasDerivAt_inv hη
  have h := (((h0.fun_mul h0).mul_const (T i j)).fun_add (h0.mul_const (V i j))).fun_add
    (((hasDerivAt_id' η).mul_const F).mul_const (Z i j))
  rw [hf]
  refine h.congr_deriv ?_
  simp only [scaledHamiltonianDeriv, Matrix.add_apply, Matrix.smul_apply, smul_eq_mul]
  ring

/-- The derivative of the scaled Hamiltonian is `-η⁻¹` times the virial matrix. -/
theorem deriv_eq_virial (T V Z : Matrix n n ℂ) (F : ℂ) {η : ℂ} (hη : η ≠ 0) :
    scaledHamiltonianDeriv T V Z F η = (-η⁻¹) • virialMatrix T V Z F η := by
  ext i j
  simp only [scaledHamiltonianDeriv, virialMatrix, Matrix.add_apply, Matrix.sub_apply,
    Matrix.smul_apply, smul_eq_mul]
  linear_combination (-(F * Z i j)) * inv_mul_cancel₀ hη

variable [Fintype n]

/-- An eigenbranch of the scaled Hamiltonian near `η₀`: the matrices are complex symmetric,
`H c = E S c` holds near `η₀`, `c` is continuous at `η₀`, and `cᵀ S c = 1` at `η₀`. -/
structure IsEigenBranch (T V Z S : Matrix n n ℂ) (F : ℂ) (E : ℂ → ℂ) (c : ℂ → n → ℂ)
    (η₀ : ℂ) : Prop where
  symmT : T.IsSymm
  symmV : V.IsSymm
  symmZ : Z.IsSymm
  symmS : S.IsSymm
  continuousAt : ContinuousAt c η₀
  eigen : ∀ᶠ η in 𝓝 η₀, scaledHamiltonian T V Z F η *ᵥ c η = E η • (S *ᵥ c η)
  normalized : c η₀ ⬝ᵥ S *ᵥ c η₀ = 1

/-- A complex symmetric matrix can be moved from one side of the c-product to the other. -/
theorem cProduct_swap {M : Matrix n n ℂ} (hM : M.IsSymm) (u w : n → ℂ) :
    u ⬝ᵥ M *ᵥ w = w ⬝ᵥ M *ᵥ u := by
  rw [Matrix.dotProduct_mulVec, ← Matrix.mulVec_transpose, hM.eq, dotProduct_comm]

/-- For symmetric `A` and `S`, the energy difference of eigenvectors of `A` and `B`, times their
overlap, is the matrix element of `B - A` between them. -/
theorem energy_difference {A B S : Matrix n n ℂ} (hA : A.IsSymm) (hS : S.IsSymm)
    {a b : ℂ} {u w : n → ℂ} (hu : A *ᵥ u = a • (S *ᵥ u)) (hw : B *ᵥ w = b • (S *ᵥ w)) :
    (b - a) * (u ⬝ᵥ S *ᵥ w) = u ⬝ᵥ (B - A) *ᵥ w := by
  rw [Matrix.sub_mulVec, dotProduct_sub, hw, cProduct_swap hA u w, hu, dotProduct_smul,
    dotProduct_smul, cProduct_swap hS w u, smul_eq_mul, smul_eq_mul]
  ring

/-- Hellmann–Feynman theorem for the c-product: along a continuous eigenvector of a complex
symmetric problem, normalized to `cᵀ S c = 1` at `z₀`, the energy is differentiable at `z₀`, with
derivative `cᵀ H' c`. -/
theorem hellmann_feynman {H : ℂ → Matrix n n ℂ} {H' S : Matrix n n ℂ} {E : ℂ → ℂ}
    {c : ℂ → n → ℂ} {z₀ : ℂ} (hH₀ : (H z₀).IsSymm) (hS : S.IsSymm)
    (hH : ∀ i j, HasDerivAt (fun z => H z i j) (H' i j) z₀) (hc : ContinuousAt c z₀)
    (heig : ∀ᶠ z in 𝓝 z₀, H z *ᵥ c z = E z • (S *ᵥ c z))
    (hn : c z₀ ⬝ᵥ S *ᵥ c z₀ = 1) :
    HasDerivAt E (c z₀ ⬝ᵥ H' *ᵥ c z₀) z₀ := by
  rw [hasDerivAt_iff_tendsto_slope]
  -- the overlap with the vector at `z₀` tends to one
  have hO : Tendsto (fun z => c z₀ ⬝ᵥ S *ᵥ c z) (𝓝[≠] z₀) (𝓝 1) := by
    have hcont : Continuous fun w : n → ℂ => c z₀ ⬝ᵥ S *ᵥ w := by
      simp only [dotProduct, Matrix.mulVec]
      fun_prop
    rw [← hn]
    exact (hcont.tendsto (c z₀)).comp (hc.tendsto.mono_left nhdsWithin_le_nhds)
  -- the matrix element of the difference quotient of `H` tends to that of `H'`
  have hN : Tendsto (fun z => ∑ i, c z₀ i * ∑ j, slope (fun y => H y i j) z₀ z * c z j)
      (𝓝[≠] z₀) (𝓝 (c z₀ ⬝ᵥ H' *ᵥ c z₀)) := by
    change Tendsto _ _ (𝓝 (∑ i, c z₀ i * ∑ j, H' i j * c z₀ j))
    refine tendsto_finsetSum _ fun i _ => Tendsto.const_mul _
      (tendsto_finsetSum _ fun j _ =>
        Tendsto.mul (hasDerivAt_iff_tendsto_slope.mp (hH i j)) ?_)
    exact (tendsto_pi_nhds.mp hc.tendsto j).mono_left nhdsWithin_le_nhds
  have hq := hN.div hO one_ne_zero
  rw [div_one] at hq
  refine hq.congr' ?_
  filter_upwards [heig.filter_mono nhdsWithin_le_nhds, hO.eventually_ne one_ne_zero]
    with z hz hne
  have key := energy_difference hH₀ hS heig.self_of_nhds hz
  have hsum : ∑ i, c z₀ i * ∑ j, slope (fun y => H y i j) z₀ z * c z j
      = (z - z₀)⁻¹ * (c z₀ ⬝ᵥ (H z - H z₀) *ᵥ c z) := by
    simp only [dotProduct, Matrix.mulVec, Matrix.sub_apply, slope_def_field, Finset.mul_sum]
    exact Finset.sum_congr rfl fun i _ => Finset.sum_congr rfl fun j _ => by ring
  change (∑ i, c z₀ i * ∑ j, slope (fun y => H y i j) z₀ z * c z j)
    / (c z₀ ⬝ᵥ S *ᵥ c z) = slope E z₀ z
  rw [hsum, ← key, slope_def_field, ← mul_assoc, mul_div_assoc, div_self hne, mul_one,
    div_eq_mul_inv, mul_comm]

/-- Complex virial theorem: `E' = cᵀ H' c`, and the energy is stationary in the scaling
parameter exactly when `cᵀ (2 η⁻² T + η⁻¹ V - η F Z) c = 0`. -/
theorem complex_virial {T V Z S : Matrix n n ℂ} {F : ℂ} {E : ℂ → ℂ} {c : ℂ → n → ℂ} {η₀ : ℂ}
    (hη : η₀ ≠ 0) (hb : IsEigenBranch T V Z S F E c η₀) :
    HasDerivAt E (c η₀ ⬝ᵥ scaledHamiltonianDeriv T V Z F η₀ *ᵥ c η₀) η₀ ∧
      (deriv E η₀ = 0 ↔ c η₀ ⬝ᵥ virialMatrix T V Z F η₀ *ᵥ c η₀ = 0) := by
  have hsymm : (scaledHamiltonian T V Z F η₀).IsSymm :=
    ((hb.symmT.smul _).add (hb.symmV.smul _)).add (hb.symmZ.smul _)
  have hd := hellmann_feynman hsymm hb.symmS (hasDerivAt_scaledHamiltonian T V Z F hη)
    hb.continuousAt hb.eigen hb.normalized
  refine ⟨hd, ?_⟩
  rw [hd.deriv, deriv_eq_virial T V Z F hη, Matrix.smul_mulVec, dotProduct_smul, smul_eq_mul,
    mul_eq_zero]
  simp [hη]

/-- At a stationary point the energy is `3 η⁻² cᵀ T c + 2 η⁻¹ cᵀ V c`. -/
theorem stationary_energy {T V Z S : Matrix n n ℂ} {F : ℂ} {E : ℂ → ℂ} {c : ℂ → n → ℂ}
    {η₀ : ℂ} (hη : η₀ ≠ 0) (hb : IsEigenBranch T V Z S F E c η₀) (hE : deriv E η₀ = 0) :
    E η₀ = 3 * η₀⁻¹ ^ 2 * (c η₀ ⬝ᵥ T *ᵥ c η₀) + 2 * η₀⁻¹ * (c η₀ ⬝ᵥ V *ᵥ c η₀) := by
  have hv := (complex_virial hη hb).2.mp hE
  have he : c η₀ ⬝ᵥ scaledHamiltonian T V Z F η₀ *ᵥ c η₀ = E η₀ := by
    rw [hb.eigen.self_of_nhds, dotProduct_smul, hb.normalized, smul_eq_mul, mul_one]
  simp only [virialMatrix, scaledHamiltonian, Matrix.add_mulVec, Matrix.sub_mulVec,
    Matrix.smul_mulVec, dotProduct_add, dotProduct_sub, dotProduct_smul, smul_eq_mul] at hv he
  -- the field term is eliminated between the energy and the virial relation
  linear_combination -he - hv

/-- Without a field, the energy at a stationary point is minus the scaled kinetic energy
`η⁻² cᵀ T c`. -/
theorem stationary_energy_field_free {T V Z S : Matrix n n ℂ} {E : ℂ → ℂ} {c : ℂ → n → ℂ}
    {η₀ : ℂ} (hη : η₀ ≠ 0) (hb : IsEigenBranch T V Z S 0 E c η₀) (hE : deriv E η₀ = 0) :
    E η₀ = -(η₀⁻¹ ^ 2 * (c η₀ ⬝ᵥ T *ᵥ c η₀)) := by
  have hv := (complex_virial hη hb).2.mp hE
  have hs := stationary_energy hη hb hE
  simp only [virialMatrix, Matrix.add_mulVec, Matrix.sub_mulVec, Matrix.smul_mulVec,
    dotProduct_add, dotProduct_sub, dotProduct_smul, smul_eq_mul] at hv
  linear_combination hs + 2 * hv

/-- A two-state eigenbranch in the field `F = 1`, with vector `(η, 1)` and energy
`1 + η⁻² - 4 η⁻¹`, for which the virial expression vanishes at `η = 1/2`. -/
theorem eigenBranch_witness :
    IsEigenBranch !![0, 1; 1, 0] !![1, -4; -4, 0] !![0, 0; 0, 1] !![0, 1; 1, 0] 1
      (fun η => 1 + η⁻¹ ^ 2 - 4 * η⁻¹) (fun η => ![η, 1]) (1 / 2) ∧
    ![(1 / 2 : ℂ), 1] ⬝ᵥ virialMatrix !![0, 1; 1, 0] !![1, -4; -4, 0] !![0, 0; 0, 1] 1 (1 / 2)
      *ᵥ ![(1 / 2 : ℂ), 1] = 0 := by
  refine ⟨⟨?_, ?_, ?_, ?_, ?_, ?_, ?_⟩, ?_⟩
  iterate 4 exact Matrix.IsSymm.ext fun i j => by fin_cases i <;> fin_cases j <;> rfl
  · refine continuousAt_pi.mpr fun i => ?_
    fin_cases i
    · exact continuousAt_id
    · exact continuousAt_const
  · filter_upwards [eventually_ne_nhds (show (1 / 2 : ℂ) ≠ 0 by norm_num)] with η hη
    ext i
    fin_cases i <;>
      simp [scaledHamiltonian, Matrix.mulVec, dotProduct, Fin.sum_univ_succ] <;>
      field_simp <;> ring
  · norm_num [Matrix.mulVec, dotProduct, Fin.sum_univ_succ]
  · norm_num [virialMatrix, Matrix.mulVec, dotProduct, Fin.sum_univ_succ]

end

end ComplexVirial
```

```lean
#print axioms ComplexVirial.complex_virial
-- 'ComplexVirial.complex_virial' depends on axioms: [propext, Classical.choice, Quot.sound]
#print axioms ComplexVirial.stationary_energy_field_free
-- 'ComplexVirial.stationary_energy_field_free' depends on axioms: [propext, Classical.choice, Quot.sound]
```

## An energy branch and its stationarity condition

Let $T$, $V$, $Z$ and $S$ be finite complex symmetric matrices for the kinetic energy, the Coulomb potential, the coordinate along the field and the basis overlap. For field strength $F$ and scaling parameter $\eta\neq0$, `scaledHamiltonian` is

$$H(\eta)=\eta^{-2}T+\eta^{-1}V+\eta FZ .$$

The structure `IsEigenBranch` says that functions $E(\eta)$ and $c(\eta)$ satisfy $H(\eta)c(\eta)=E(\eta)Sc(\eta)$ for all $\eta$ near $\eta_0$, that $c$ is continuous at $\eta_0$, and that $c(\eta_0)^TSc(\eta_0)=1$. Differentiability of $E$ is a conclusion, and $c$ need not be differentiable.

With `virialMatrix` written as

$$W(\eta)=2\eta^{-2}T+\eta^{-1}V-\eta FZ ,$$

`complex_virial` states, for $\eta_0\ne0$ and $c_0=c(\eta_0)$, that

$$E'(\eta_0)=c_0^TH'(\eta_0)c_0,\qquad E'(\eta_0)=0\iff c_0^TW(\eta_0)c_0=0 .$$

In Lean, `*ᵥ` is matrix times vector and `⬝ᵥ` is the dot product without conjugation, so these are c-products and not Hermitian expectation values. `HasDerivAt` over `ℂ` is the complex derivative: it covers changes of both the rotation angle and the modulus of $\eta$.

## What the powers of η stand for

Replacing each electron coordinate $\mathbf r$ by $\eta\mathbf r$ multiplies the kinetic energy by $\eta^{-2}$, the Coulomb potential of an atom by $\eta^{-1}$ and the field coupling by $\eta$. In a molecule with fixed nuclei, the electron–nucleus attraction does not scale this way unless the nuclear positions are scaled too. Real basis functions make the four matrices real symmetric, which is a special case of the hypothesis.

The theorem concerns the matrix eigenvalue only. It does not say that a stationary point exists, or how close the energy there is to a resonance of the full Hamiltonian.

## From two eigenvectors to the derivative

Suppose $Au=aSu$ and $Bw=bSw$, with $A$ and $S$ symmetric. Then $u^TBw=b\,u^TSw$. Symmetry, which is `cProduct_swap`, gives

$$u^TAw=w^TAu=a\,w^TSu=a\,u^TSw .$$

Subtracting yields `energy_difference`:

$$(b-a)\,u^TSw=u^T(B-A)w .$$

Now take $A=H(\eta_0)$, $u=c_0$, $B=H(\eta)$ and $w=c(\eta)$. By continuity, $c_0^TSc(\eta)\to c_0^TSc_0=1$, so this overlap is nonzero close to $\eta_0$ and may be divided out:

$$\frac{E(\eta)-E(\eta_0)}{\eta-\eta_0}
=\frac{c_0^T\,\dfrac{H(\eta)-H(\eta_0)}{\eta-\eta_0}\,c(\eta)}{c_0^TSc(\eta)}
\longrightarrow c_0^TH'(\eta_0)c_0 .$$

This is `hellmann_feynman`, proved for any matrix family that is symmetric at the point and has entries differentiable there. There `hO` is the limit of the denominator, `hN` that of the numerator, and `key` is the energy-difference identity that joins them to the slope of $E$.

Differentiating the entries of $H$ (`hasDerivAt_scaledHamiltonian`) and factoring (`deriv_eq_virial`) gives

$$H'(\eta)=-2\eta^{-3}T-\eta^{-2}V+FZ=-\eta^{-1}W(\eta).$$

Hence $E'(\eta_0)=-\eta_0^{-1}c_0^TW(\eta_0)c_0$. Since $\eta_0^{-1}\neq0$, one side vanishes exactly when the c-product on the other does.

## The energy at a stationary point

Write $t=\eta_0^{-2}c_0^TTc_0$, $v=\eta_0^{-1}c_0^TVc_0$ and $f=\eta_0F\,c_0^TZc_0$. Multiplying the eigenvalue equation by $c_0^T$ gives $E(\eta_0)=t+v+f$, and stationarity gives $2t+v-f=0$. Eliminating $f$ produces `stationary_energy`:

$$E(\eta_0)=3t+2v .$$

If $F=0$, then $v=-2t$ and $E(\eta_0)=-t$, the familiar Coulomb virial relation with a c-product in place of the expectation value. This is `stationary_energy_field_free`. In both proofs `linear_combination` carries out the elimination.

`eigenBranch_witness` supplies a branch with $F=1$, vector $(\eta,1)^T$ and energy $1+\eta^{-2}-4\eta^{-1}$. Its c-norm $c^TSc=2\eta$ equals one at $\eta=1/2$, where the virial expression vanishes and the energy is $-3$. The overlap matrix in this example is indefinite, so it is an algebraic example and not a model of an atom.

## Failure at a self-orthogonal eigenvector

Normalization excludes vectors with $c_0^TSc_0=0$, which no rescaling can repair. Take $T=0$, $S=I$, $F=1$ and

$$V=\begin{pmatrix}1&0\\0&-1\end{pmatrix},\qquad
Z=\begin{pmatrix}0&i\\i&0\end{pmatrix}.$$

The eigenvalues satisfy $E^2=\eta^{-2}-\eta^2$, with eigenvector $c=(i\eta,\;E-\eta^{-1})^T$. At $\eta_0=1$ both eigenvalues meet at zero, $c_0=(i,-1)^T$ and $c_0^Tc_0=0$. Whichever root is chosen at each $\eta$, $c$ is continuous at $\eta_0$, so every other hypothesis holds. Yet $E$ behaves like a square root there and has no derivative, while $c_0^TWc_0=-4$ is finite. This is an exceptional point, where the two eigenvectors coalesce. With $T=0$ and an imaginary $Z$, the example is algebraic and not a model of an atom in a field.

## Evaluating the derivative in a program

With a fixed basis, $T$, $V$, $Z$ and $S$ are computed once. At each trial $\eta$ the program solves the generalized eigenproblem, selects the root being followed and, provided that this eigenvalue is not degenerate, evaluates

$$E'(\eta)=-\frac{1}{\eta}\,\frac{c^TW(\eta)c}{c^TSc}.$$

The denominator accounts for eigensolvers that return vectors with another normalization. The products must use a plain transpose; a routine that conjugates its first argument can give a different ratio when $c$ is not a real vector times an overall factor. A secant iteration can then search for a zero of $E'$, and a small $|c^TSc|$ relative to the size of $c$ can be a sign of a nearby exceptional point.
